# Every Verlet trajectory of a finite harmonic crystal is bounded exactly when 0 < h²l < 4 for all eigenvalues l

Let D be a real symmetric matrix on a finite index set, here the mass-weighted Hessian of a harmonic crystal, and h > 0 a time step. All sequences of mass-weighted displacement vectors u(k) that obey

u(k+2) = 2u(k+1) − u(k) − h² D u(k+1)

are bounded if and only if every eigenvalue l of D satisfies

0 < h² l < 4.

If D is positive definite, each eigenvalue is a squared normal frequency, l = ω², and the condition becomes hω < 2 for every ω.

## The step limit in a molecular dynamics code

Each component of u is an atomic displacement times the square root of the atom's mass, and D is the mass-weighted Hessian of the potential energy at equilibrium. For these harmonic forces the Verlet update, written as code, is

u_new = 2*u − u_old − h*h*(D @ u)

Velocity Verlet with a constant step produces positions that obey the same recursion. Near a minimum, in the harmonic approximation, the fastest vibration therefore limits the step, whether the forces come from a force field or from an electronic structure calculation:

h < 2/ω_max = T_min/π,

where T_min is the shortest vibrational period. If ω_max is unknown, add the absolute values of the entries in each row of D and let R be the largest of these sums. Then ω_max² ≤ R, so any h < 2/√R respects the limit, though it may be smaller than necessary.

The lower edge matters too. A crystal free to translate has l = 0 modes, and a uniform drift is then an unbounded trajectory at any step size. This drift is physical and is no fault of the integrator.

## One mode, then the whole crystal

Take a mode v ≠ 0 with D v = l v, and let a(k) = v·u(k). Since D is symmetric, v·(D w) = (D v)·w = l (v·w) for any w. Projecting the recursion on v gives

a(k+2) = c a(k+1) − a(k), c = 2 − h² l.

Define

Q(k) = a(k+1)² + a(k)² − c a(k+1) a(k).

This quantity is conserved:

Q(k+1) = a(k+2) [a(k+2) − c a(k+1)] + a(k+1)²
= −a(k+2) a(k) + a(k+1)²
= −c a(k+1) a(k) + a(k)² + a(k+1)²
= Q(k).

**Inside the window.** The condition 0 < h² l < 4 is the same as |c| < 2. Because |a(k+1) a(k)| ≤ (a(k+1)² + a(k)²)/2,

Q(0) = Q(k) ≥ (1 − |c|/2) (a(k+1)² + a(k)²) ≥ (1 − |c|/2) a(k)²,

and hence

|a(k)| ≤ √(2Q(0)/(2 − |c|)).

Now let e_s be an orthonormal eigenbasis of D, and let B_s be this bound for the amplitude e_s·u(k). Expanding u(k) = Σ_s (e_s·u(k)) e_s gives, for each component i,

|u_i(k)| ≤ Σ_s B_s |e_s,i|.

The right-hand side does not depend on k. Its sum over i is one constant for all components.

**Outside the window or on its edge.** Here |c| ≥ 2. Let b(0) = 0, b(1) = 1 and b(k+2) = c b(k+1) − b(k). Then

|b(k+2)| ≥ |c| |b(k+1)| − |b(k)| ≥ 2|b(k+1)| − |b(k)|,

so that

|b(k+2)| − |b(k+1)| ≥ |b(k+1)| − |b(k)|.

The first increment is 1, so every increment is at least 1 and |b(k)| ≥ k. The sequence u(k) = b(k) v obeys the Verlet rule, because

2b(k+1) v − b(k) v − h² l b(k+1) v = b(k+2) v.

Some component v_i is nonzero, and there |u_i(k)| ≥ k |v_i| exceeds any constant.

**Frequencies.** If D is positive definite, then 0 < v·(D v) = l (v·v), so l > 0 and ω = √l is real. For h, ω > 0, h²ω² < 4 is equivalent to hω < 2.

## The Lean file

```lean
import Mathlib

open Matrix

namespace VerletStability

noncomputable section

variable {n : Type*} [Fintype n]

/-- The displacements `u k` at time steps `k` follow the Verlet rule with step `h` for the
harmonic crystal with dynamical matrix `D`. -/
def IsVerlet (D : Matrix n n ℝ) (h : ℝ) (u : ℕ → n → ℝ) : Prop :=
  ∀ k, u (k + 2) = (2 : ℝ) • u (k + 1) - u k - h ^ 2 • (D *ᵥ u (k + 1))

/-- One constant bounds every displacement component at every time step. -/
def IsBoundedMotion (u : ℕ → n → ℝ) : Prop :=
  ∃ C : ℝ, ∀ k i, |u k i| ≤ C

/-- The nonzero displacement pattern `v` is a normal mode of `D` with eigenvalue `l`. -/
def IsMode (D : Matrix n n ℝ) (l : ℝ) (v : n → ℝ) : Prop :=
  v ≠ 0 ∧ D *ᵥ v = l • v

/-- The solution of the scalar recursion `a (k+2) = c * a (k+1) - a k` that starts from
the values `0` and `1`. -/
def modeAmplitude (c : ℝ) : ℕ → ℝ
  | 0 => 0
  | 1 => 1
  | k + 2 => c * modeAmplitude c (k + 1) - modeAmplitude c k

/-- For symmetric `D`, the projection of a Verlet trajectory on a normal mode with eigenvalue
`l` obeys a scalar recursion with coefficient `2 - h² l`. -/
theorem projection_recursion {D : Matrix n n ℝ} (hD : D.IsSymm) {h l : ℝ} {v : n → ℝ}
    (hv : IsMode D l v) {u : ℕ → n → ℝ} (hu : IsVerlet D h u) (k : ℕ) :
    v ⬝ᵥ u (k + 2) = (2 - h ^ 2 * l) * (v ⬝ᵥ u (k + 1)) - v ⬝ᵥ u k := by
  -- symmetry lets `D` act on the mode instead of on the trajectory
  have key : ∀ w : n → ℝ, v ⬝ᵥ (D *ᵥ w) = l * (v ⬝ᵥ w) := by
    intro w
    rw [Matrix.dotProduct_mulVec, ← Matrix.mulVec_transpose, hD.eq, hv.2,
      smul_dotProduct, smul_eq_mul]
  rw [hu k, dotProduct_sub, dotProduct_sub, dotProduct_smul, dotProduct_smul, key]
  simp only [smul_eq_mul]
  ring

/-- The scalar Verlet recursion exactly conserves a quadratic form in two successive
amplitudes. -/
theorem discrete_invariant {c : ℝ} {a : ℕ → ℝ}
    (ha : ∀ k, a (k + 2) = c * a (k + 1) - a k) (k : ℕ) :
    a (k + 1) ^ 2 + a k ^ 2 - c * a (k + 1) * a k = a 1 ^ 2 + a 0 ^ 2 - c * a 1 * a 0 := by
  induction k with
  | zero => simp
  | succ k ih =>
    rw [show k + 1 + 1 = k + 2 from rfl, ha k]
    linear_combination ih

/-- If `|c| < 2` and `a` obeys the scalar recursion `a (k+2) = c * a (k+1) - a k`, the conserved
quadratic form bounds `|a k|` at every time step. -/
theorem amplitude_bound {c : ℝ} (hc : |c| < 2) {a : ℕ → ℝ}
    (ha : ∀ k, a (k + 2) = c * a (k + 1) - a k) (k : ℕ) :
    |a k| ≤ √(2 * (a 1 ^ 2 + a 0 ^ 2 - c * a 1 * a 0) / (2 - |c|)) := by
  have hpos : 0 < 2 - |c| := by linarith
  apply Real.abs_le_sqrt
  rw [le_div_iff₀ hpos, ← discrete_invariant ha k]
  -- the cross term is dominated by the squares
  have h1 : c * (a (k + 1) * a k) ≤ |c| * |a (k + 1) * a k| := by
    rw [← abs_mul]
    exact le_abs_self _
  have h2 : |a (k + 1) * a k| ≤ (a (k + 1) ^ 2 + a k ^ 2) / 2 := by
    rw [abs_le]
    constructor
    · nlinarith [sq_nonneg (a (k + 1) + a k)]
    · nlinarith [sq_nonneg (a (k + 1) - a k)]
  have h3 := mul_le_mul_of_nonneg_left h2 (abs_nonneg c)
  have h4 := mul_nonneg hpos.le (sq_nonneg (a (k + 1)))
  linarith

/-- If `|c| ≥ 2`, the amplitude started from `0` and `1` is at least `k` in size after
`k` steps. -/
theorem amplitude_growth {c : ℝ} (hc : 2 ≤ |c|) (k : ℕ) : (k : ℝ) ≤ |modeAmplitude c k| := by
  -- each step adds at least one to the size of the amplitude
  have step : ∀ k, |modeAmplitude c k| + 1 ≤ |modeAmplitude c (k + 1)| := by
    intro k
    induction k with
    | zero => simp [modeAmplitude]
    | succ k ih =>
      have h1 := abs_sub_abs_le_abs_sub (c * modeAmplitude c (k + 1)) (modeAmplitude c k)
      have h2 := mul_le_mul_of_nonneg_right hc (abs_nonneg (modeAmplitude c (k + 1)))
      have h3 : modeAmplitude c (k + 1 + 1)
          = c * modeAmplitude c (k + 1) - modeAmplitude c k := rfl
      rw [abs_mul] at h1
      rw [h3]
      linarith
  induction k with
  | zero => simp
  | succ k ih =>
    push_cast
    linarith [step k]

/-- A mode with `l ≤ 0` or `h² l ≥ 4` carries a Verlet trajectory, started from `0` and `v`,
whose displacements grow at least linearly in the number of steps. -/
theorem unstable_mode {D : Matrix n n ℝ} {h l : ℝ} {v : n → ℝ} (hv : IsMode D l v)
    (hl : l ≤ 0 ∨ 4 ≤ h ^ 2 * l) :
    ∃ u, IsVerlet D h u ∧ u 0 = 0 ∧ u 1 = v ∧ ∀ (k : ℕ) i, k * |v i| ≤ |u k i| := by
  have hc : 2 ≤ |2 - h ^ 2 * l| := by
    rcases hl with hl | hl
    · have := mul_nonneg (sq_nonneg h) (neg_nonneg.2 hl)
      exact le_trans (by linarith) (le_abs_self _)
    · exact le_trans (by linarith) (neg_le_abs _)
  have ha : ∀ k, modeAmplitude (2 - h ^ 2 * l) (k + 2)
      = (2 - h ^ 2 * l) * modeAmplitude (2 - h ^ 2 * l) (k + 1)
        - modeAmplitude (2 - h ^ 2 * l) k := fun k => rfl
  refine ⟨fun k => modeAmplitude (2 - h ^ 2 * l) k • v, ?_, ?_, ?_, ?_⟩
  · intro k
    simp only [Matrix.mulVec_smul, hv.2, ha]
    module
  · simp [modeAmplitude]
  · simp [modeAmplitude]
  · intro k i
    simp only [Pi.smul_apply, smul_eq_mul, abs_mul]
    exact mul_le_mul_of_nonneg_right (amplitude_growth hc k) (abs_nonneg _)

/-- For symmetric `D` and step `h > 0`, all Verlet trajectories are bounded if and only if
every eigenvalue `l` of `D` satisfies `0 < l` and `h² l < 4`. -/
theorem verlet_bounded_iff {D : Matrix n n ℝ} (hD : D.IsSymm) {h : ℝ} (hh : 0 < h) :
    (∀ u, IsVerlet D h u → IsBoundedMotion u) ↔
      ∀ l v, IsMode D l v → 0 < l ∧ h ^ 2 * l < 4 := by
  classical
  constructor
  · -- a mode outside the window would carry a growing trajectory
    intro H l v hv
    by_contra hc
    have hl : l ≤ 0 ∨ 4 ≤ h ^ 2 * l := by
      by_contra! h'
      exact hc h'
    obtain ⟨u, hu, -, -, hg⟩ := unstable_mode hv hl
    obtain ⟨C, hC⟩ := H u hu
    obtain ⟨i, hi⟩ := Function.ne_iff.1 hv.1
    have hvi : 0 < |v i| := abs_pos.2 hi
    obtain ⟨k, hk⟩ := exists_nat_gt (C / |v i|)
    rw [div_lt_iff₀ hvi] at hk
    linarith [hg k i, hC k i]
  · intro H u hu
    have hH : D.IsHermitian := (Matrix.conjTranspose_eq_transpose_of_trivial D).trans hD
    let e : n → n → ℝ := fun s => (hH.eigenvectorBasis s).ofLp
    have he : ∀ s, IsMode D (hH.eigenvalues s) (e s) := by
      intro s
      refine ⟨fun h0 => hH.eigenvectorBasis.orthonormal.ne_zero s ?_,
        hH.mulVec_eigenvectorBasis s⟩
      ext i
      exact congrFun h0 i
    -- expansion of a displacement pattern in normal modes
    have hexp : ∀ (w : n → ℝ) i, w i = ∑ s, (e s ⬝ᵥ w) * e s i := by
      intro w i
      have hin : ∀ s, inner ℝ (hH.eigenvectorBasis s) (WithLp.toLp 2 w) = e s ⬝ᵥ w := by
        intro s
        simp [PiLp.inner_apply, dotProduct, mul_comm, e]
      have h1 := congrArg (fun x : EuclideanSpace ℝ n => x.ofLp i)
        (hH.eigenvectorBasis.sum_repr' (WithLp.toLp 2 w))
      simp only [hin, WithLp.ofLp_sum, WithLp.ofLp_smul, Finset.sum_apply, Pi.smul_apply,
        smul_eq_mul] at h1
      exact h1.symm
    -- every mode amplitude is bounded
    have hb : ∀ s, ∃ B : ℝ, ∀ k, |e s ⬝ᵥ u k| ≤ B := by
      intro s
      obtain ⟨h1, h2⟩ := H _ _ (he s)
      have h3 : 0 < h ^ 2 * hH.eigenvalues s := mul_pos (pow_pos hh 2) h1
      have hc : |2 - h ^ 2 * hH.eigenvalues s| < 2 :=
        abs_lt.2 ⟨by linarith, by linarith⟩
      exact ⟨_, amplitude_bound (a := fun k => e s ⬝ᵥ u k) hc
        (projection_recursion hD (he s) hu)⟩
    choose B hB using hb
    refine ⟨∑ j, ∑ s, B s * |e s j|, fun k i => ?_⟩
    calc |u k i| = |∑ s, (e s ⬝ᵥ u k) * e s i| := congrArg abs (hexp (u k) i)
      _ ≤ ∑ s, |(e s ⬝ᵥ u k) * e s i| := Finset.abs_sum_le_sum_abs _ _
      _ ≤ ∑ s, B s * |e s i| := Finset.sum_le_sum fun s _ => by
          rw [abs_mul]
          exact mul_le_mul_of_nonneg_right (hB s k) (abs_nonneg _)
      _ ≤ ∑ j, ∑ s, B s * |e s j| :=
          Finset.single_le_sum (f := fun j => ∑ s, B s * |e s j|)
            (fun j _ => Finset.sum_nonneg fun s _ =>
              mul_nonneg ((abs_nonneg _).trans (hB s 0)) (abs_nonneg _))
            (Finset.mem_univ i)

/-- For symmetric positive definite `D` and step `h > 0`, all Verlet trajectories are bounded
if and only if `h ω < 2` for every normal frequency `ω > 0`, where `ω²` is an eigenvalue
of `D`. -/
theorem verlet_bounded_iff_frequency {D : Matrix n n ℝ} (hD : D.IsSymm)
    (hpos : ∀ v : n → ℝ, v ≠ 0 → 0 < v ⬝ᵥ (D *ᵥ v)) {h : ℝ} (hh : 0 < h) :
    (∀ u, IsVerlet D h u → IsBoundedMotion u) ↔
      ∀ ω : ℝ, 0 < ω → ∀ v, IsMode D (ω ^ 2) v → h * ω < 2 := by
  rw [verlet_bounded_iff hD hh]
  constructor
  · intro H ω hω v hv
    have h1 := (H _ v hv).2
    by_contra! hc
    nlinarith [mul_le_mul hc hc (by norm_num) (by positivity)]
  · intro H l v hv
    -- positive definiteness makes the eigenvalue a squared frequency
    have hl : 0 < l := by
      have h1 := hpos v hv.1
      rw [hv.2, dotProduct_smul, smul_eq_mul] at h1
      have h2 : 0 ≤ v ⬝ᵥ v := Finset.sum_nonneg fun i _ => mul_self_nonneg (v i)
      by_contra! hc
      nlinarith [mul_nonneg (neg_nonneg.2 hc) h2]
    have hs := Real.sq_sqrt hl.le
    have h3 := H (√l) (Real.sqrt_pos.2 hl) v (by rw [hs]; exact hv)
    have h4 : 0 ≤ h * √l := by positivity
    refine ⟨hl, ?_⟩
    calc h ^ 2 * l = (h * √l) ^ 2 := by rw [mul_pow, hs]
      _ < 4 := by nlinarith

end

end VerletStability
```

```lean
#print axioms VerletStability.verlet_bounded_iff_frequency
-- 'VerletStability.verlet_bounded_iff_frequency' depends on axioms: [propext, Classical.choice, Quot.sound]
```

## Which trajectories and matrices are covered

The finite type `n` labels displacement components, for example three per atom. `IsVerlet D h u` is the recursion, with `u 0` and `u 1` free as initial data. `IsBoundedMotion u` asks for one constant over all steps and components; it may differ between trajectories. `IsMode D l v` says that `v` is a nonzero eigenvector, so quantifying over modes covers every eigenvalue.

`verlet_bounded_iff` is the main equivalence. It writes the window as `0 < l ∧ h ^ 2 * l < 4`, which for h > 0 is the condition above. In `verlet_bounded_iff_frequency`, the hypothesis `hpos` is positive definiteness: every nonzero displacement costs energy, as in a stable crystal whose atoms are each also tied to a fixed site by a spring. Stopping translation alone may not be enough, since a finite crystal held at one atom can still rotate freely.

The lemmas follow the derivation:

- `projection_recursion` moves D onto the mode by symmetry.
- `discrete_invariant` proves conservation of Q by induction, with `linear_combination ih` doing the algebra.
- `amplitude_bound` controls the cross term using the squares of a(k+1) ± a(k).
- `amplitude_growth` proves the increment estimate by induction, then adds up the increments.
- `unstable_mode` builds b(k) v from `modeAmplitude`; it needs neither symmetry nor h > 0.

In the main theorem, one direction picks a step `k` beyond C/|v i| to contradict a supposed bound C. The other takes Mathlib's `eigenvectorBasis`, collects the mode bounds with `choose`, and sums them.

The guarantee concerns boundedness, not accuracy: a step just below the limit can give bounded motion with badly wrong frequencies. The model has constant D and h, real-number arithmetic without rounding, and no anharmonic forces, damping or thermostat. Complex Hermitian dynamical matrices at a general wavevector do not fit the real symmetric hypothesis as stated.
